# The Mehler kernel solves the oscillator's imaginary-time Schrödinger equation, composes over time and has the Boltzmann sum as its trace

A particle of mass $m$ moves on a line in the potential $m\omega^2x^2/2$. In units with $\hbar=m=\omega=1$ its Hamiltonian is

$$H=-\frac12\frac{\partial^2}{\partial x^2}+\frac{x^2}{2}.$$

At temperature $T$ its equilibrium properties follow from the matrix elements $\langle x|e^{-tH}|y\rangle$, where $t=\hbar\omega/(k_BT)$ is the dimensionless imaginary time. The candidate for these matrix elements is the Mehler kernel, defined for real positions $x,y$ and $t>0$ by

$$K(t,x,y)=\frac{1}{\sqrt{2\pi\sinh t}}\exp\left(-\frac{(x^2+y^2)\cosh t-2xy}{2\sinh t}\right).$$

The problems below work with this explicit function. They do not prove that it equals the matrix elements of the operator $e^{-tH}$. That would require, among other things, that $K$ tends to $\delta(x-y)$ as $t\to0^+$.

```lean
import Mathlib

open MeasureTheory

namespace MehlerKernel

noncomputable section
```

In Lean the kernel is `mehlerKernel t x y`, a real function of three real arguments in the same order as in $K(t,x,y)$.

```lean
/-- The Mehler kernel of the harmonic oscillator at imaginary time `t > 0`, between the
positions `x` and `y`, in units where `ħ = m = ω = 1`. -/
def mehlerKernel (t x y : ℝ) : ℝ :=
  Real.exp (-((x ^ 2 + y ^ 2) * Real.cosh t - 2 * x * y) / (2 * Real.sinh t)) /
    √(2 * Real.pi * Real.sinh t)
```

## (a) The slope in position

Show that

$$\frac{\partial K}{\partial x}=\frac{y-x\cosh t}{\sinh t}\,K.$$

The prefactor does not depend on $x$, so only the exponent contributes:

$$\frac{\partial}{\partial x}\left(-\frac{(x^2+y^2)\cosh t-2xy}{2\sinh t}\right)=-\frac{2x\cosh t-2y}{2\sinh t}=\frac{y-x\cosh t}{\sinh t}.$$

The chain rule multiplies this by $K$.

`HasDerivAt f f' x` says that `f` is differentiable at `x` with derivative `f'`. The varying position is called `ξ`, and `x` is the point of evaluation. The step `hE` differentiates the exponent, `hE.exp` applies the chain rule, and `ring` matches the algebraic forms. No sign of `t` is assumed here or in (b): for $t\le0$ Lean's square root and division make `mehlerKernel` zero, and both formulas hold trivially.

```lean
/-- The slope of the kernel in `x` is the kernel times `(y - x cosh t) / sinh t`. -/
theorem hasDerivAt_position (t x y : ℝ) :
    HasDerivAt (fun ξ => mehlerKernel t ξ y)
      ((y - x * Real.cosh t) / Real.sinh t * mehlerKernel t x y) x := by
  have hE : HasDerivAt
      (fun ξ : ℝ => -((ξ ^ 2 + y ^ 2) * Real.cosh t - 2 * ξ * y) / (2 * Real.sinh t))
      ((y - x * Real.cosh t) / Real.sinh t) x := by
    have h1 := ((hasDerivAt_id' x).fun_pow 2).add_const (y ^ 2)
    have h2 := ((hasDerivAt_id' x).const_mul 2).mul_const y
    refine (((h1.mul_const (Real.cosh t)).fun_sub h2).fun_neg.div_const
      (2 * Real.sinh t)).congr_deriv ?_
    norm_num
    ring
  refine (hE.exp.div_const (√(2 * Real.pi * Real.sinh t))).congr_deriv ?_
  simp only [mehlerKernel]
  ring
```

## (b) The curvature in position

Show that

$$\frac{\partial^2K}{\partial x^2}=\left[\left(\frac{y-x\cosh t}{\sinh t}\right)^2-\frac{\cosh t}{\sinh t}\right]K.$$

Apply the product rule to the result of (a). The linear factor has slope $-\cosh t/\sinh t$, which gives the second term. Differentiating $K$ produces the linear factor once more, which gives the square.

The Lean statement concerns the derivative of the function `deriv fun ξ => mehlerKernel t ξ y`. The step `hd` uses (a) at every `ξ` to replace that function by its explicit form, and `fun_mul` is the product rule.

```lean
/-- The second derivative of the kernel in `x` is the kernel times
`((y - x cosh t) / sinh t)² - cosh t / sinh t`. -/
theorem hasDerivAt_deriv_position (t x y : ℝ) :
    HasDerivAt (deriv fun ξ => mehlerKernel t ξ y)
      ((((y - x * Real.cosh t) / Real.sinh t) ^ 2 - Real.cosh t / Real.sinh t) *
        mehlerKernel t x y) x := by
  have hd : (deriv fun ξ => mehlerKernel t ξ y) =
      fun ξ => (y - ξ * Real.cosh t) / Real.sinh t * mehlerKernel t ξ y :=
    funext fun ξ => (hasDerivAt_position t ξ y).deriv
  rw [hd]
  have h1 := (((hasDerivAt_id' x).mul_const (Real.cosh t)).const_sub y).div_const (Real.sinh t)
  refine (h1.fun_mul (hasDerivAt_position t x y)).congr_deriv ?_
  ring
```

## (c) The equation of motion in imaginary time

Show that for $t>0$

$$\frac{\partial K}{\partial t}=\frac12\frac{\partial^2K}{\partial x^2}-\frac{x^2}{2}K.$$

This is $\partial_tK=-HK$, with $H$ acting on $x$. The quotient rule gives the time derivative of the exponent:

$$-\frac{(x^2+y^2)\sinh^2t-\left[(x^2+y^2)\cosh t-2xy\right]\cosh t}{2\sinh^2t}
=\frac{x^2+y^2-2xy\cosh t}{2\sinh^2t},$$

where $\cosh^2t-\sinh^2t=1$ was used. The logarithmic derivative of the prefactor is $-\cosh t/(2\sinh t)$. Hence

$$\frac1K\frac{\partial K}{\partial t}=\frac{x^2+y^2-2xy\cosh t}{2\sinh^2t}-\frac{\cosh t}{2\sinh t}.$$

By (b), the right-hand side of the equation, divided by $K$, is

$$\frac{(y-x\cosh t)^2-x^2\sinh^2t}{2\sinh^2t}-\frac{\cosh t}{2\sinh t}.$$

Expanding the square leaves $x^2(\cosh^2t-\sinh^2t)=x^2$ in the numerator, and the two expressions agree.

In Lean the time derivative exists and equals the right-hand side, at every `x` and `y`. The second position derivative is written as a nested `deriv`, which the first line of the proof replaces by the formula from (b). The steps `hE` and `hR` differentiate the exponent and the square root in the denominator. The step `key` is the comparison above, with the hyperbolic identity supplied as `hcs`.

```lean
/-- For `t > 0` the Mehler kernel solves the imaginary-time Schrödinger equation of the
harmonic oscillator, `∂K/∂t = (1/2) ∂²K/∂x² - (x²/2) K`. -/
theorem imaginary_time_schrodinger {t : ℝ} (ht : 0 < t) (x y : ℝ) :
    HasDerivAt (fun τ => mehlerKernel τ x y)
      (1 / 2 * deriv (deriv fun ξ => mehlerKernel t ξ y) x
        - x ^ 2 / 2 * mehlerKernel t x y) t := by
  rw [(hasDerivAt_deriv_position t x y).deriv]
  have hs : 0 < Real.sinh t := Real.sinh_pos_iff.mpr ht
  have hs0 : Real.sinh t ≠ 0 := hs.ne'
  have hcs : Real.cosh t ^ 2 - Real.sinh t ^ 2 = 1 := Real.cosh_sq_sub_sinh_sq t
  have hp : 0 < 2 * Real.pi * Real.sinh t := by positivity
  have hr : √(2 * Real.pi * Real.sinh t) ^ 2 = 2 * Real.pi * Real.sinh t :=
    Real.sq_sqrt hp.le
  have hr0 : √(2 * Real.pi * Real.sinh t) ≠ 0 := (Real.sqrt_pos.mpr hp).ne'
  -- the exponent
  have hE : HasDerivAt
      (fun τ : ℝ => -((x ^ 2 + y ^ 2) * Real.cosh τ - 2 * x * y) / (2 * Real.sinh τ))
      ((x ^ 2 + y ^ 2 - 2 * x * y * Real.cosh t) / (2 * Real.sinh t ^ 2)) t := by
    refine ((((Real.hasDerivAt_cosh t).const_mul (x ^ 2 + y ^ 2)).sub_const
      (2 * x * y)).fun_neg.fun_div ((Real.hasDerivAt_sinh t).const_mul 2)
      (by positivity)).congr_deriv ?_
    rw [div_eq_div_iff (by positivity) (by positivity)]
    linear_combination (4 * Real.sinh t ^ 2 * (x ^ 2 + y ^ 2)) * hcs
  -- the prefactor
  have hR : HasDerivAt (fun τ : ℝ => √(2 * Real.pi * Real.sinh τ))
      (√(2 * Real.pi * Real.sinh t) * Real.cosh t / (2 * Real.sinh t)) t := by
    refine (((Real.hasDerivAt_sinh t).const_mul (2 * Real.pi)).sqrt hp.ne').congr_deriv ?_
    rw [div_eq_div_iff (by positivity) (by positivity)]
    linear_combination (-2 * Real.cosh t) * hr
  have key : (x ^ 2 + y ^ 2 - 2 * x * y * Real.cosh t) / (2 * Real.sinh t ^ 2)
      - Real.cosh t / (2 * Real.sinh t) =
      1 / 2 * (((y - x * Real.cosh t) / Real.sinh t) ^ 2 - Real.cosh t / Real.sinh t)
        - x ^ 2 / 2 := by
    have hi : Real.sinh t ^ 2 * (Real.sinh t ^ 2)⁻¹ = 1 := mul_inv_cancel₀ (by positivity)
    linear_combination (-(x ^ 2 / (2 * Real.sinh t ^ 2))) * hcs - x ^ 2 / 2 * hi
  refine (hE.exp.fun_div hR hr0).congr_deriv ?_
  rw [← mul_assoc, ← sub_mul, ← key]
  simp only [mehlerKernel]
  field_simp
```

## (d) A Gaussian integral with a linear term

For $a>0$ and real $b,c$, show that

$$\int_{-\infty}^{\infty}e^{-az^2+bz+c}\,dz=\sqrt{\frac{\pi}{a}}\;e^{b^2/(4a)+c}.$$

Complete the square:

$$-az^2+bz+c=-a\left(z-\frac{b}{2a}\right)^2+\frac{b^2}{4a}+c.$$

The constant part leaves the integral as a factor. Shifting $z$ by $b/(2a)$ leaves $\int e^{-az^2}dz=\sqrt{\pi/a}$.

The step `h` completes the square, `integral_sub_right_eq_self` shifts the variable, and `integral_gaussian` is Mathlib's standard integral.

```lean
/-- A Gaussian integral with a linear term: for `a > 0`, the integral of
`exp(-a z² + b z + c)` is `√(π/a) exp(b²/(4a) + c)`. -/
theorem integral_gaussian_linear {a : ℝ} (ha : 0 < a) (b c : ℝ) :
    ∫ z : ℝ, Real.exp (-a * z ^ 2 + b * z + c) =
      √(Real.pi / a) * Real.exp (b ^ 2 / (4 * a) + c) := by
  -- complete the square and shift the variable
  have h : ∀ z : ℝ, Real.exp (-a * z ^ 2 + b * z + c) =
      Real.exp (b ^ 2 / (4 * a) + c) * Real.exp (-a * (z - b / (2 * a)) ^ 2) := by
    intro z
    rw [← Real.exp_add]
    congr 1
    field_simp
    ring
  simp_rw [h]
  rw [integral_const_mul,
    integral_sub_right_eq_self (fun z : ℝ => Real.exp (-a * z ^ 2)) (b / (2 * a)),
    integral_gaussian, mul_comm]
```

## (e) Composition of two propagations

For $s,t>0$, show that

$$\int_{-\infty}^{\infty}K(s,x,z)\,K(t,z,y)\,dz=K(s+t,x,y).$$

The exponents add up to $-az^2+bz+c$ with

$$a=\frac{\coth s+\coth t}{2}=\frac{\sinh(s+t)}{2\sinh s\sinh t},\qquad b=\frac{x}{\sinh s}+\frac{y}{\sinh t},$$

$$c=-\frac{x^2\cosh s}{2\sinh s}-\frac{y^2\cosh t}{2\sinh t}.$$

By (d), the prefactor of the integral is

$$\frac{1}{2\pi\sqrt{\sinh s\sinh t}}\sqrt{\frac{2\pi\sinh s\sinh t}{\sinh(s+t)}}=\frac{1}{\sqrt{2\pi\sinh(s+t)}}.$$

For the exponent,

$$\frac{b^2}{4a}=\frac{1}{2\sinh(s+t)}\left(x^2\frac{\sinh t}{\sinh s}+2xy+y^2\frac{\sinh s}{\sinh t}\right).$$

The mixed term already has its final form. The coefficient of $x^2$ in $b^2/(4a)+c$ is

$$\frac{1}{2\sinh s}\left(\frac{\sinh t}{\sinh(s+t)}-\cosh s\right)=-\frac{\cosh(s+t)}{2\sinh(s+t)},$$

because $\sinh t=\sinh(s+t)\cosh s-\cosh(s+t)\sinh s$. Exchanging $s$ and $t$ gives the coefficient of $y^2$.

The composition law also fixes the normalisation, which the linear equation in (c) leaves free: a rescaled kernel $\lambda K$ with constant $\lambda\neq0$ satisfies the composition law only if $\lambda^2=\lambda$, so $\lambda=1$. Applied repeatedly, the law shows that cutting $t$ into slices and integrating over the intermediate positions gives back $K(t,x,y)$ exactly. In path-integral simulation of a single harmonic degree of freedom, slicing imaginary time with this kernel thus introduces no time-step error.

In the proof, `h` collects the exponent in powers of `z`, `hpre` combines the prefactors, and `hcs` and `hct` are the two addition-formula identities. The step `hexp` uses them to assemble the final exponent.

```lean
/-- Composition law: for `s, t > 0`, propagation over `t` followed by propagation over `s`,
integrated over the intermediate position, is propagation over `s + t`. -/
theorem composition {s t : ℝ} (hs : 0 < s) (ht : 0 < t) (x y : ℝ) :
    ∫ z : ℝ, mehlerKernel s x z * mehlerKernel t z y = mehlerKernel (s + t) x y := by
  have hS : 0 < Real.sinh s := Real.sinh_pos_iff.mpr hs
  have hT : 0 < Real.sinh t := Real.sinh_pos_iff.mpr ht
  have hR : 0 < Real.sinh (s + t) := Real.sinh_pos_iff.mpr (add_pos hs ht)
  have h : ∀ z : ℝ, mehlerKernel s x z * mehlerKernel t z y =
      Real.exp (-(Real.sinh (s + t) / (2 * Real.sinh s * Real.sinh t)) * z ^ 2
        + (x / Real.sinh s + y / Real.sinh t) * z
        + (-(x ^ 2 * Real.cosh s / (2 * Real.sinh s))
          - y ^ 2 * Real.cosh t / (2 * Real.sinh t))) /
      (√(2 * Real.pi * Real.sinh s) * √(2 * Real.pi * Real.sinh t)) := by
    intro z
    simp only [mehlerKernel]
    rw [div_mul_div_comm, ← Real.exp_add]
    congr 2
    rw [Real.sinh_add]
    field_simp
    ring
  simp_rw [h]
  rw [integral_div, integral_gaussian_linear (by positivity)]
  -- the prefactors combine
  have hpre : √(Real.pi / (Real.sinh (s + t) / (2 * Real.sinh s * Real.sinh t))) =
      √(2 * Real.pi * Real.sinh s) * √(2 * Real.pi * Real.sinh t) /
        √(2 * Real.pi * Real.sinh (s + t)) := by
    rw [← Real.sqrt_mul (by positivity), ← Real.sqrt_div (by positivity)]
    congr 1
    field_simp
  -- the exponents combine by the addition formulas
  have hcs : Real.cosh s =
      (Real.sinh t + Real.cosh (s + t) * Real.sinh s) / Real.sinh (s + t) := by
    rw [eq_div_iff hR.ne', Real.sinh_add, Real.cosh_add]
    linear_combination Real.sinh t * Real.cosh_sq_sub_sinh_sq s
  have hct : Real.cosh t =
      (Real.sinh s + Real.cosh (s + t) * Real.sinh t) / Real.sinh (s + t) := by
    rw [eq_div_iff hR.ne', Real.sinh_add, Real.cosh_add]
    linear_combination Real.sinh s * Real.cosh_sq_sub_sinh_sq t
  have hexp : (x / Real.sinh s + y / Real.sinh t) ^ 2 /
        (4 * (Real.sinh (s + t) / (2 * Real.sinh s * Real.sinh t)))
      + (-(x ^ 2 * Real.cosh s / (2 * Real.sinh s))
        - y ^ 2 * Real.cosh t / (2 * Real.sinh t)) =
      -((x ^ 2 + y ^ 2) * Real.cosh (s + t) - 2 * x * y) / (2 * Real.sinh (s + t)) := by
    rw [hcs, hct]
    field_simp
    ring
  rw [hpre, hexp]
  simp only [mehlerKernel]
  field_simp
```

## (f) The integral over the diagonal

For $t>0$, show that

$$\int_{-\infty}^{\infty}K(t,x,x)\,dx=\frac{1}{2\sinh(t/2)}.$$

With $\cosh t-1=2\sinh^2(t/2)$ and $\sinh t=2\sinh(t/2)\cosh(t/2)$, the exponent at $y=x$ becomes

$$-x^2\,\frac{\cosh t-1}{\sinh t}=-x^2\tanh(t/2).$$

The Gaussian integral then gives

$$\frac{1}{\sqrt{2\pi\sinh t}}\sqrt{\frac{\pi}{\tanh(t/2)}}=\frac{1}{\sqrt{4\sinh^2(t/2)}}=\frac{1}{2\sinh(t/2)},$$

where the last step uses $\sinh(t/2)>0$, which holds because $t>0$.

The word "trace" in the theorem's name means this diagonal integral; no operator trace is defined. The half-angle formulas are `hs` and `hc`, `h` simplifies the diagonal kernel, and `hq` recognises the perfect square under the root.

```lean
/-- For `t > 0` the trace of the kernel, its integral over the diagonal `x = y`, is
`1 / (2 sinh(t/2))`. -/
theorem trace_eq {t : ℝ} (ht : 0 < t) :
    ∫ x : ℝ, mehlerKernel t x x = 1 / (2 * Real.sinh (t / 2)) := by
  have hu : 0 < Real.sinh (t / 2) := Real.sinh_pos_iff.mpr (half_pos ht)
  have hv : 0 < Real.cosh (t / 2) := Real.cosh_pos _
  -- half-angle formulas
  have hs : Real.sinh t = 2 * Real.sinh (t / 2) * Real.cosh (t / 2) := by
    rw [← Real.sinh_two_mul]
    congr 1
    ring
  have hc : Real.cosh t = 1 + 2 * Real.sinh (t / 2) ^ 2 := by
    have h2 := Real.cosh_two_mul (t / 2)
    rw [show 2 * (t / 2) = t by ring] at h2
    linear_combination h2 + Real.cosh_sq_sub_sinh_sq (t / 2)
  have h : ∀ x : ℝ, mehlerKernel t x x =
      Real.exp (-(Real.sinh (t / 2) / Real.cosh (t / 2)) * x ^ 2) /
        √(2 * Real.pi * Real.sinh t) := by
    intro x
    simp only [mehlerKernel]
    congr 2
    rw [hs, hc]
    field_simp
    ring
  simp_rw [h]
  rw [integral_div, integral_gaussian, ← Real.sqrt_div (by positivity), hs]
  have hq : Real.pi / (Real.sinh (t / 2) / Real.cosh (t / 2)) /
      (2 * Real.pi * (2 * Real.sinh (t / 2) * Real.cosh (t / 2))) =
      (1 / (2 * Real.sinh (t / 2))) ^ 2 := by
    field_simp
  rw [hq, Real.sqrt_sq (by positivity)]
```

## (g) The sum over oscillator levels

For $t>0$, show that

$$\sum_{n=0}^{\infty}e^{-t(n+1/2)}=\int_{-\infty}^{\infty}K(t,x,x)\,dx.$$

Each term is $e^{-t/2}(e^{-t})^n$, and $0<e^{-t}<1$. The geometric series gives

$$\frac{e^{-t/2}}{1-e^{-t}}=\frac{1}{e^{t/2}-e^{-t/2}}=\frac{1}{2\sinh(t/2)},$$

which is the integral found in (f).

Both sides are the canonical partition function of one harmonic oscillator, computed from energy levels on the left and from positions on the right. The levels $n+\tfrac12$ enter as given numbers and are not derived from $H$.

`HasSum` states that the series converges to the value given as its second argument. The step `hg` is the geometric series, `hf` rewrites the Boltzmann factors as its terms, and `hval` converts its sum into the hyperbolic form.

```lean
/-- For `t > 0` the sum of the Boltzmann factors `exp(-t (n + 1/2))` over all natural `n`
converges to the trace of the Mehler kernel. -/
theorem hasSum_boltzmann_trace {t : ℝ} (ht : 0 < t) :
    HasSum (fun n : ℕ => Real.exp (-t * (n + 1 / 2))) (∫ x : ℝ, mehlerKernel t x x) := by
  rw [trace_eq ht]
  have hlt : Real.exp (-t) < 1 := Real.exp_lt_one_iff.mpr (by linarith)
  have hu : 0 < Real.sinh (t / 2) := Real.sinh_pos_iff.mpr (half_pos ht)
  -- a geometric series with ratio exp(-t)
  have hg := (hasSum_geometric_of_lt_one (Real.exp_pos (-t)).le hlt).mul_left
    (Real.exp (-t / 2))
  have hf : (fun n : ℕ => Real.exp (-t * (n + 1 / 2))) =
      fun n : ℕ => Real.exp (-t / 2) * Real.exp (-t) ^ n := by
    funext n
    rw [← Real.exp_nat_mul, ← Real.exp_add]
    congr 1
    ring
  have hval : 1 / (2 * Real.sinh (t / 2)) =
      Real.exp (-t / 2) * (1 - Real.exp (-t))⁻¹ := by
    have h1 : Real.exp (-t / 2) * Real.exp (t / 2) = 1 := by
      rw [← Real.exp_add, show -t / 2 + t / 2 = 0 by ring, Real.exp_zero]
    have h2 : Real.exp (-t) = Real.exp (-t / 2) * Real.exp (-t / 2) := by
      rw [← Real.exp_add]
      congr 1
      ring
    have h3 : 2 * Real.sinh (t / 2) = Real.exp (t / 2) - Real.exp (-t / 2) := by
      rw [Real.sinh_eq, show -(t / 2) = -t / 2 by ring]
      ring
    have h4 : 1 - Real.exp (-t) ≠ 0 := (sub_pos.mpr hlt).ne'
    rw [← div_eq_mul_inv, div_eq_div_iff (by positivity) h4, h3, h2]
    linear_combination -h1
  rw [hf, hval]
  exact hg

end

end MehlerKernel
```

```lean
#print axioms MehlerKernel.imaginary_time_schrodinger
#print axioms MehlerKernel.composition
#print axioms MehlerKernel.hasSum_boltzmann_trace
```

```
'MehlerKernel.imaginary_time_schrodinger' depends on axioms: [propext, Classical.choice, Quot.sound]
'MehlerKernel.composition' depends on axioms: [propext, Classical.choice, Quot.sound]
'MehlerKernel.hasSum_boltzmann_trace' depends on axioms: [propext, Classical.choice, Quot.sound]
```

## Infinite, high and low temperature

The condition $t>0$ in (g) can't be relaxed to $t\ge0$. At $t=0$, the limit of infinite temperature, every Boltzmann factor equals 1 and the series diverges.

Two limits connect the formulas to familiar physics; they are read off from the closed forms and have no theorem above. As $t\to0^+$ the trace behaves as $1/t=k_BT/(\hbar\omega)$, the classical partition function. As $t\to\infty$,

$$K(t,x,y)\approx e^{-t/2}\,\varphi_0(x)\,\varphi_0(y),\qquad \varphi_0(x)=\pi^{-1/4}e^{-x^2/2},$$

at fixed $x$ and $y$, so only the normalised ground state $\varphi_0$ with energy $\tfrac12$ remains.
